# A real positive semidefinite interaction carries positivity and time-reversal symmetry from the density matrix to the exchange matrix

Let w be a real positive semidefinite matrix of interactions between finitely many sites. Let D be a positive semidefinite density matrix for spin-½ electrons on those sites that commutes with time reversal T. Then the exchange matrix with 2 by 2 spin blocks w_ij D_ij is positive semidefinite and commutes with T. Conversely, a real w for which this holds for every such D is positive semidefinite.

In Hartree–Fock theory, electrons that interact through their site densities feel an exchange potential built from the density matrix. It enters the Fock matrix with a minus sign. In this finite density-density model, the result says that exchange never raises the expectation value of the Fock matrix in any spinor, and that it does not break the time-reversal symmetry of the density it is built from.

The condition on w means that w is symmetric and that the classical energy ½ Σ_ij w_ij q_i q_j is non-negative for all real site charges q_i, self-terms included. The step left to the user is the reduction of the full two-electron integrals to a single matrix w_ij in an orthonormal site basis. D need not be idempotent, have a fixed trace or solve a self-consistency equation.

In the code, `n` is the finite set of sites, not their number.

```lean
import Mathlib

open Matrix
open scoped ComplexOrder

namespace KramersExchange

noncomputable section

variable {n : Type*} [Fintype n]
```

## Time reversal on spinors

A spinor x has amplitudes x(i,s), with site i and spin s = 0 (up) or 1 (down). The spin part of time reversal is the real matrix iσ_y, with rows (0, 1) and (−1, 0).

```lean
/-- The real spin matrix `i σ_y`. -/
def iSigmaY : Matrix (Fin 2) (Fin 2) ℂ := !![0, 1; -1, 0]
```

With K denoting complex conjugation, T = (1 ⊗ iσ_y)K acts as

    (Tx)(i,s) = Σ_t (iσ_y)_st x(i,t)*

or, written out,

    (Tx)(i,0) = x(i,1)*,   (Tx)(i,1) = −x(i,0)*.

T mixes the two spins of one site and never two sites.

```lean
/-- Time reversal `T = (1 ⊗ i σ_y) K` on spinors: conjugate the amplitudes, then apply
`i σ_y` to the spin index at each site. -/
def timeReversal (x : n × Fin 2 → ℂ) : n × Fin 2 → ℂ :=
  fun p => ∑ t, iSigmaY p.2 t * star (x (p.1, t))
```

A matrix A commutes with T when T(Ax) = A(Tx) for every spinor x. Since T is antilinear, this differs from commuting with the matrix 1 ⊗ iσ_y, and the two are easily confused. On one site, ½(1 + σ_y) is positive semidefinite and commutes with iσ_y, yet it describes a spin polarised along y, which T reverses. Stating the condition on vectors keeps the conjugation in place.

```lean
/-- The matrix `A` commutes with time reversal, as maps on spinors. -/
def CommutesWithT (A : Matrix (n × Fin 2) (n × Fin 2) ℂ) : Prop :=
  ∀ x, timeReversal (A *ᵥ x) = A *ᵥ timeReversal x
```

## The exchange matrix

Write X for the exchange matrix, often called K in textbooks, without the minus sign it carries in the Fock matrix:

    X(is,jt) = w_ij D(is,jt).

In Lean the pairs (i,s) and (j,t) are `p` and `q`, so the factor is `w p.1 q.1`.

```lean
/-- The exchange matrix, whose 2 by 2 spin blocks are `w i j` times the blocks of the
density matrix `D`. -/
def exchange (w : Matrix n n ℝ) (D : Matrix (n × Fin 2) (n × Fin 2) ℂ) :
    Matrix (n × Fin 2) (n × Fin 2) ℂ :=
  Matrix.of fun p q => (w p.1 q.1 : ℂ) * D p q
```

The converse will need one particular density, whose spin blocks all equal the identity: D(is,jt) = δ_st. Divided by the number of sites, when there is at least one, it is the projector onto a uniform orbital occupied by both spins. Without the division its largest eigenvalue is the number of sites, which exceeds the Pauli limit of 1 when there are two or more. The positive factor changes neither property required of D, nor the sign of x†Xx.

```lean
variable (n) in
/-- The density matrix all of whose spin blocks are the 2 by 2 identity. -/
def uniformDensity : Matrix (n × Fin 2) (n × Fin 2) ℂ :=
  Matrix.of fun p q => if p.2 = q.2 then 1 else 0
```

## Positivity from the modes of the interaction

Let b_k be an orthonormal real eigenbasis of w with eigenvalues μ_k ≥ 0. Completeness reads Σ_k b_k(l) b_k(j) = δ_lj, so

    w_ij = Σ_l w_il δ_lj
         = Σ_k (Σ_l w_il b_k(l)) b_k(j)
         = Σ_k μ_k b_k(i) b_k(j).

Setting C_ki = √μ_k b_k(i) gives

    w_ij = Σ_k C_ki C_kj.

In the proof, `hc` is completeness, `he` is the eigenvalue equation in components, and the `calc` block is the chain above. Its last step uses √μ_k √μ_k = μ_k, which is where positivity of w enters.

```lean
/-- A real positive semidefinite interaction is a sum of squares of real modes:
`w i j = ∑ k, C k i * C k j`. -/
theorem interaction_modes {w : Matrix n n ℝ} (hw : w.PosSemidef) :
    ∃ C : n → n → ℝ, ∀ i j, w i j = ∑ k, C k i * C k j := by
  classical
  let b := hw.isHermitian.eigenvectorBasis
  let μ := hw.isHermitian.eigenvalues
  have hμ : ∀ k, 0 ≤ μ k := hw.eigenvalues_nonneg
  -- completeness of the eigenvectors
  have hc : ∀ l j, ∑ k, (b k).ofLp l * (b k).ofLp j = if l = j then 1 else 0 := by
    intro l j
    have h := congrArg (fun v : EuclideanSpace ℝ n => v.ofLp l)
      (b.sum_repr' (EuclideanSpace.single j (1 : ℝ)))
    simpa [EuclideanSpace.inner_single_right, mul_comm, Pi.single_apply] using h
  -- the eigenvalue equation in components
  have he : ∀ k i, ∑ l, w i l * (b k).ofLp l = μ k * (b k).ofLp i := fun k i =>
    congrFun (hw.isHermitian.mulVec_eigenvectorBasis k) i
  refine ⟨fun k i => √(μ k) * (b k).ofLp i, fun i j => ?_⟩
  calc w i j = ∑ l, w i l * ∑ k, (b k).ofLp l * (b k).ofLp j := by simp [hc]
    _ = ∑ k, (∑ l, w i l * (b k).ofLp l) * (b k).ofLp j := by
        simp only [Finset.mul_sum, Finset.sum_mul, mul_assoc]
        exact Finset.sum_comm
    _ = ∑ k, (√(μ k) * (b k).ofLp i) * (√(μ k) * (b k).ofLp j) := by
        refine Finset.sum_congr rfl fun k _ => ?_
        rw [he]
        have hs := Real.mul_self_sqrt (hμ k)
        linear_combination (-((b k).ofLp i * (b k).ofLp j)) * hs
```

Let Λ_k be the diagonal matrix that multiplies both spin amplitudes at site i by C_ki. Inserting the modes into X gives

    X(is,jt) = Σ_k C_ki D(is,jt) C_kj,

that is,

    X = Σ_k Λ_k† D Λ_k.

For any spinor x,

    x†Xx = Σ_k (Λ_k x)† D (Λ_k x) ≥ 0.

Each term is Hermitian because D is, so X is Hermitian too. Lean's `PosSemidef` contains both requirements. The identity for X is `hsum`, checked entry by entry; the proof then adds up the positive semidefinite terms.

```lean
/-- For a real positive semidefinite interaction and a positive semidefinite density matrix,
the exchange matrix is positive semidefinite. -/
theorem exchange_posSemidef {w : Matrix n n ℝ} {D : Matrix (n × Fin 2) (n × Fin 2) ℂ}
    (hw : w.PosSemidef) (hD : D.PosSemidef) : (exchange w D).PosSemidef := by
  classical
  obtain ⟨C, hC⟩ := interaction_modes hw
  -- each mode contributes a congruence transform of the density matrix
  have hsum : exchange w D = ∑ k, (diagonal fun p : n × Fin 2 => (C k p.1 : ℂ))ᴴ * D *
      (diagonal fun p : n × Fin 2 => (C k p.1 : ℂ)) := by
    ext p q
    rw [Matrix.sum_apply]
    simp only [exchange, Matrix.of_apply, hC, Matrix.diagonal_conjTranspose,
      Matrix.mul_diagonal, Matrix.diagonal_mul, Complex.ofReal_sum, Complex.ofReal_mul,
      Finset.sum_mul, Pi.star_apply, Complex.star_def, Complex.conj_ofReal]
    exact Finset.sum_congr rfl fun k _ => by ring
  rw [hsum]
  exact Finset.sum_induction _ Matrix.PosSemidef (fun _ _ ha hb => ha.add hb)
    Matrix.PosSemidef.zero (fun k _ => hD.conjTranspose_mul_mul_same _)
```

## Symmetry from real rescalings

Multiply the amplitudes at each site i by a real number c_i, the same for both spins. Since c_i* = c_i,

    (T(cx))(i,s) = Σ_t (iσ_y)_st c_i x(i,t)* = c_i (Tx)(i,s).

Lean checks the two spin components separately.

```lean
omit [Fintype n] in
/-- Time reversal commutes with a real, spin-independent rescaling of the sites. -/
theorem timeReversal_real_scale (c : n → ℝ) (x : n × Fin 2 → ℂ) :
    timeReversal (fun q => (c q.1 : ℂ) * x q) = fun q => (c q.1 : ℂ) * timeReversal x q := by
  funext ⟨i, s⟩
  fin_cases s <;> simp [timeReversal, iSigmaY, Fin.sum_univ_two]
```

Now fix a site i and let x^(i) be the spinor with amplitudes

    x^(i)(j,t) = w_ij x(j,t).

Then

    (Xx)(i,s) = Σ_jt w_ij D(is,jt) x(j,t) = (D x^(i))(i,s).

The rescaled spinor depends on the site at which the result is read, so X is not in general D times one diagonal matrix.

```lean
/-- At a given site, the exchange matrix acts as the density matrix on the spinor rescaled by
the interaction with that site. -/
theorem exchange_mulVec (w : Matrix n n ℝ) (D : Matrix (n × Fin 2) (n × Fin 2) ℂ)
    (x : n × Fin 2 → ℂ) (p : n × Fin 2) :
    (exchange w D *ᵥ x) p = (D *ᵥ fun q => (w p.1 q.1 : ℂ) * x q) p := by
  simp only [exchange, Matrix.mulVec, dotProduct, Matrix.of_apply]
  exact Finset.sum_congr rfl fun q _ => by ring
```

Applying this to Tx, and then using the rescaling rule and the symmetry of D, gives

    (X Tx)(i,s) = (D T x^(i))(i,s)
                = (T D x^(i))(i,s)
                = Σ_t (iσ_y)_st [(D x^(i))(i,t)]*
                = Σ_t (iσ_y)_st [(Xx)(i,t)]*
                = (T Xx)(i,s).

The fourth line holds because T stays on site i, so both spin components use the same rescaled spinor. In the proof, `h` is the symmetry of D applied to x^(i), and the final `simp only` compares the two sums over t. Only the reality of w is used; it may be indefinite or even non-symmetric.

```lean
/-- For any real interaction matrix, the exchange matrix of a density matrix that commutes with
time reversal commutes with time reversal. -/
theorem exchange_commutes (w : Matrix n n ℝ) {D : Matrix (n × Fin 2) (n × Fin 2) ℂ}
    (hD : CommutesWithT D) : CommutesWithT (exchange w D) := by
  intro x
  funext p
  -- use the symmetry of `D` on the spinor rescaled by row `p.1` of `w`
  have h := congrFun (hD (fun q => (w p.1 q.1 : ℂ) * x q)) p
  rw [timeReversal_real_scale (w p.1) x] at h
  rw [exchange_mulVec, ← h]
  simp only [timeReversal, exchange_mulVec]
```

## Why positivity of w is needed

The density with identity spin blocks satisfies both conditions on D. Define the matrix B with entries B(s,jt) = δ_st. Then D = B†B, which is positive semidefinite. Moreover (Dx)(i,s) = Σ_j x(j,s), and therefore

    (T Dx)(i,s) = Σ_j Σ_t (iσ_y)_st x(j,t)* = (D Tx)(i,s).

The theorem below proves the two properties in this order.

```lean
/-- The density matrix with identity spin blocks is positive semidefinite and commutes with
time reversal. -/
theorem uniformDensity_witness :
    (uniformDensity n).PosSemidef ∧ CommutesWithT (uniformDensity n) := by
  constructor
  · let B : Matrix (Fin 2) (n × Fin 2) ℂ := Matrix.of fun s q => if s = q.2 then 1 else 0
    have hB : uniformDensity n = Bᴴ * B := by
      ext ⟨i, s⟩ ⟨j, t⟩
      fin_cases s <;> fin_cases t <;>
        simp [uniformDensity, B, Matrix.mul_apply]
    rw [hB]
    exact Matrix.posSemidef_conjTranspose_mul_self B
  · intro x
    funext ⟨i, s⟩
    fin_cases s <;> simp [timeReversal, iSigmaY, uniformDensity, Matrix.mulVec, dotProduct,
      Fintype.sum_prod_type, Fin.sum_univ_two]
```

For this density X = w ⊗ 1. If X is positive semidefinite, its spin-up block shows that w is symmetric. A spinor with real spin-up amplitudes x_i and no spin-down part gives

    0 ≤ Σ_ij x_i w_ij x_j,

so w is positive semidefinite. The proof reads symmetry from the entries with spin index 0, evaluates the quadratic form in `e`, and passes from complex to real numbers with `exact_mod_cast`. The other direction combines the two results already obtained.

A symmetric w with all entries positive is not enough. Take two sites with w_11 = w_22 = 1 and w_12 = w_21 = 2, so that the repulsion between sites exceeds the one on site. With the same density divided by 2, which describes one orbital occupied by both spins, the normalised spin-up spinor with site amplitudes (1, −1)/√2 gives

    x†Xx = ¼(1 − 2 − 2 + 1) = −½.

The equivalence quantifies over all admissible D. A single density may give a positive semidefinite X for an indefinite w, as D = 0 does.

```lean
/-- A real interaction matrix sends every positive semidefinite density matrix commuting with
time reversal to an exchange matrix with the same two properties if and only if the interaction
is positive semidefinite. -/
theorem exchange_preserves_iff (w : Matrix n n ℝ) :
    (∀ D : Matrix (n × Fin 2) (n × Fin 2) ℂ, D.PosSemidef → CommutesWithT D →
      (exchange w D).PosSemidef ∧ CommutesWithT (exchange w D)) ↔ w.PosSemidef := by
  constructor
  · intro h
    -- test on the density with identity blocks, whose exchange matrix is `w ⊗ 1`
    have hK := (h _ uniformDensity_witness.1 uniformDensity_witness.2).1
    refine Matrix.PosSemidef.of_dotProduct_mulVec_nonneg ?_ fun x => ?_
    · ext i j
      have hij := hK.isHermitian.apply (i, 0) (j, 0)
      simpa [exchange, uniformDensity] using hij
    · have hx := hK.dotProduct_mulVec_nonneg
        (fun p : n × Fin 2 => if p.2 = 0 then (x p.1 : ℂ) else 0)
      have e : star (fun p : n × Fin 2 => if p.2 = 0 then (x p.1 : ℂ) else 0) ⬝ᵥ
          (exchange w (uniformDensity n) *ᵥ
            fun p : n × Fin 2 => if p.2 = 0 then (x p.1 : ℂ) else 0) =
          ((star x ⬝ᵥ w *ᵥ x : ℝ) : ℂ) := by
        simp [dotProduct, Matrix.mulVec, exchange, uniformDensity, Fintype.sum_prod_type]
      rw [e] at hx
      exact_mod_cast hx
  · exact fun hw D hD hT => ⟨exchange_posSemidef hw hD, exchange_commutes w hT⟩
```

## Kramers pairs of the exchange matrix

Suppose Xx = μx with μ real and D commuting with T. Then

    X(Tx) = T(Xx) = T(μx) = μ Tx.

The partner is orthogonal to x, because the two spin terms cancel at each site:

    x†(Tx) = Σ_i [x(i,0)* x(i,1)* − x(i,1)* x(i,0)*] = 0.

It also has the same norm:

    (Tx)†(Tx) = Σ_i [|x(i,1)|² + |x(i,0)|²] = x†x.

For x ≠ 0 these are two linearly independent eigenvectors, so the eigenvalue is at least doubly degenerate. The theorem assumes neither w nor D positive semidefinite, but it does take μ to be real, which is automatic when X is Hermitian. Its three parts are the three computations above; the first uses the rescaling rule with the constant factor μ.

```lean
/-- If the density matrix commutes with time reversal and `x` solves the exchange eigenvalue
equation with real `μ`, then `T x` solves it with the same `μ`, is orthogonal to `x` and has
the same norm. -/
theorem exchange_kramers_pair (w : Matrix n n ℝ) {D : Matrix (n × Fin 2) (n × Fin 2) ℂ}
    (hD : CommutesWithT D) {x : n × Fin 2 → ℂ} {μ : ℝ}
    (hx : exchange w D *ᵥ x = (μ : ℂ) • x) :
    exchange w D *ᵥ timeReversal x = (μ : ℂ) • timeReversal x ∧
      star x ⬝ᵥ timeReversal x = 0 ∧
      star (timeReversal x) ⬝ᵥ timeReversal x = star x ⬝ᵥ x := by
  refine ⟨?_, ?_, ?_⟩
  · rw [← exchange_commutes w hD x, hx]
    exact timeReversal_real_scale (fun _ => μ) x
  · -- the two spin contributions cancel at each site
    rw [dotProduct, Fintype.sum_prod_type]
    refine Finset.sum_eq_zero fun i _ => ?_
    simp only [Fin.sum_univ_two, timeReversal, iSigmaY, Pi.star_apply, Matrix.of_apply,
      Matrix.cons_val_zero, Matrix.cons_val_one, Matrix.cons_val']
    ring
  · rw [dotProduct, dotProduct, Fintype.sum_prod_type, Fintype.sum_prod_type]
    refine Finset.sum_congr rfl fun i _ => ?_
    simp [Fin.sum_univ_two, timeReversal, iSigmaY]
    ring

end

end KramersExchange
```

```lean
#print axioms KramersExchange.exchange_preserves_iff
-- 'KramersExchange.exchange_preserves_iff' depends on axioms: [propext, Classical.choice, Quot.sound]
#print axioms KramersExchange.exchange_kramers_pair
-- 'KramersExchange.exchange_kramers_pair' depends on axioms: [propext, Classical.choice, Quot.sound]
```
